# Finite anisotropically screened lattice sums as isotropic sums over a strained lattice

Let A be an invertible real 3×3 matrix whose columns are the cell vectors. A lattice point is labelled by a triple of integers n ≠ 0 and sits at R = A n. The cell volume is V = |det A|, so left-handed cells are allowed. The reciprocal cell is B = 2π A⁻ᵀ, with reciprocal vectors G = B m for integer triples m ≠ 0.

The medium is described by a dielectric tensor of the form eps = S Sᵀ with S invertible. These are exactly the symmetric positive definite matrices, and S may be the Cholesky factor or the symmetric square root. Physically, eps stands for the response of a homogeneous, linear medium in which every static field stores positive energy. In Gaussian units a unit point charge in this medium produces the potential

1 / √(det eps · (R · eps⁻¹ R)).

Undoing the strain S gives a second lattice with cell S⁻¹A, points R′ = S⁻¹R and volume V′ = |det(S⁻¹A)|.

## Trading the tensor for a strain

For every finite set N of nonzero integer triples, the claim is

(det eps)^(−1/2) Σ (R · eps⁻¹ R)^(−1/2) = (det eps · V)^(−1/3) · V′^(1/3) Σ 1/|R′|,

where both sums run over n in N. The factor V′^(1/3) Σ 1/|R′| is dimensionless and refers to the strained lattice in vacuum.

Since eps⁻¹ = S⁻ᵀ S⁻¹, the quadratic form is a squared length:

R · eps⁻¹ R = (S⁻¹R) · (S⁻¹R) = |R′|².

It is positive, because S⁻¹A is invertible and n ≠ 0. The sums on the two sides therefore agree term by term, and only the prefactors remain. From A = S (S⁻¹A) and det eps = (det S)²,

V = |det S| V′,

det eps · V = |det S|³ V′.

Hence

(det eps · V)^(−1/3) V′^(1/3) = |det S|⁻¹ V′^(−1/3) V′^(1/3) = |det S|⁻¹ = (det eps)^(−1/2),

which is the prefactor on the left.

The smallest informative case has one site. Take A = 1, eps = diag(a, b, c) with positive entries, and n = (1, 0, 0). The left side is √a / √(abc) = 1/√(bc). On the right, V′ = (abc)^(−1/2) and |R′| = 1/√a, so the value is (abc)^(−1/3) (abc)^(−1/6) √a, which is again 1/√(bc). The potential on a principal axis is screened by the two transverse constants.

## Reciprocal vectors and scalar screening

The reciprocal cell of the strained lattice is

2π (S⁻¹A)⁻ᵀ = 2π Sᵀ A⁻ᵀ = Sᵀ B.

With G′ = SᵀG this gives G · eps G = |G′|². For one unit charge per cell, the reciprocal-space part of the Ewald potential at a charge site is (4π/V) Σ exp(−η G · eps G) / (G · eps G), where η > 0 is set by the width of the Gaussian charges used in the splitting. Each term of this sum becomes its vacuum counterpart with the same damping η. The remaining factor is 4π/V = |det S|⁻¹ · 4π/V′, so the whole truncated sum acquires the prefactor (det eps)^(−1/2).

Under a uniform scaling A → cA with c > 0, V^(1/3) grows by c and each 1/|R| shrinks by c, so the dimensionless sum is unchanged. For a scalar constant e > 0, take S = √e · 1. The strained cell is A/√e, whose dimensionless sum equals that of A, and the prefactor is (e³V)^(−1/3). The screened sum is therefore the dimensionless sum of A divided by e V^(1/3).

## Cells, labels and sums in Lean

```lean
import Mathlib

open Matrix

namespace AnisotropicScreening

noncomputable section
```

One type serves for dielectric tensors, strains and cells.

```lean
/-- Real 3×3 matrices: dielectric tensors, strains, and cells whose columns are cell vectors. -/
abbrev Mat := Matrix (Fin 3) (Fin 3) ℝ
```

A `Site` is an integer triple together with a proof that it is nonzero. The origin, where the charge's own potential would diverge, is excluded by the type.

```lean
/-- Integer labels of the lattice points other than the origin. -/
abbrev Site := {n : Fin 3 → ℤ // n ≠ 0}
```

The next three definitions are R = A n, V = |det A| and B = 2π A⁻ᵀ. In `latticeVec` the integers are converted to reals before the matrix acts on them.

```lean
/-- The lattice vector `A n` with integer coordinates `n` in the cell `A`. -/
def latticeVec (A : Mat) (n : Site) : Fin 3 → ℝ := A *ᵥ (fun i => (n.1 i : ℝ))

/-- The volume of the cell `A`. -/
def cellVolume (A : Mat) : ℝ := |A.det|

/-- The reciprocal cell `2π A⁻ᵀ` of an invertible cell `A`. -/
def recipBasis (A : Mat) : Mat := (2 * Real.pi) • (A⁻¹)ᵀ
```

The truncated sums take a `Finset Site`, an arbitrary finite set of labels with no assumption about its shape or symmetry. In `screenedSum` the dot product `latticeVec A n ⬝ᵥ (eps⁻¹ *ᵥ latticeVec A n)` is R · eps⁻¹ R.

```lean
/-- The truncated sum of point-charge potentials `1 / √(det eps · (R · eps⁻¹ R))` over lattice
vectors `R`, for a positive definite dielectric tensor `eps` and an invertible cell `A`. -/
def screenedSum (eps A : Mat) (N : Finset Site) : ℝ :=
  (√(eps.det))⁻¹ * ∑ n ∈ N, 1 / √(latticeVec A n ⬝ᵥ (eps⁻¹ *ᵥ latticeVec A n))

/-- The dimensionless truncated sum `V^(1/3) ∑ 1/|R|` of an invertible cell `A` in vacuum. -/
def isotropicSum (A : Mat) (N : Finset Site) : ℝ :=
  cellVolume A ^ (1 / 3 : ℝ) * ∑ n ∈ N, 1 / √(latticeVec A n ⬝ᵥ latticeVec A n)
```

The third sum is the reciprocal-space part of an Ewald summation, truncated to a finite set M. Passing the matrix `1` as its first argument gives the vacuum expression.

```lean
/-- The truncated reciprocal-space Ewald sum `(4π/V) ∑ exp(-η G·eps G) / (G·eps G)`, for a
positive definite dielectric tensor `eps` and an invertible cell `A`. -/
def ewaldRecipSum (eps A : Mat) (η : ℝ) (M : Finset Site) : ℝ :=
  4 * Real.pi / cellVolume A * ∑ m ∈ M,
    Real.exp (-η * (latticeVec (recipBasis A) m ⬝ᵥ (eps *ᵥ latticeVec (recipBasis A) m))) /
      (latticeVec (recipBasis A) m ⬝ᵥ (eps *ᵥ latticeVec (recipBasis A) m))
```

## Lengths and volumes under strain

The first lemma is the algebraic core: v · TᵀT v = |T v|² for a lattice vector v. Its proof identifies the vector of the cell `T * B` with T applied to that of `B`, then moves T across the dot product. Here `B` is any cell, direct or reciprocal.

```lean
/-- The quadratic form `TᵀT` evaluated on a vector of the lattice `B` is the squared Euclidean
length of the corresponding vector of the strained lattice `T B`. -/
theorem form_eq_strained_length (T B : Mat) (n : Site) :
    latticeVec B n ⬝ᵥ ((Tᵀ * T) *ᵥ latticeVec B n) =
      latticeVec (T * B) n ⬝ᵥ latticeVec (T * B) n := by
  have h : latticeVec (T * B) n = T *ᵥ latticeVec B n := by
    simp only [latticeVec, Matrix.mulVec_mulVec]
  rw [h, ← Matrix.mulVec_mulVec, Matrix.dotProduct_mulVec, Matrix.vecMul_transpose]
```

Positivity follows in two steps. A sum of squares is nonnegative; if it vanished, A n would be zero, and invertibility of A would force n = 0, contrary to the type of `n`.

```lean
/-- In an invertible cell every lattice point other than the origin has positive squared
distance from the origin. -/
theorem length_sq_pos (A : Mat) (hA : A.det ≠ 0) (n : Site) :
    0 < latticeVec A n ⬝ᵥ latticeVec A n := by
  have h0 : 0 ≤ latticeVec A n ⬝ᵥ latticeVec A n :=
    Finset.sum_nonneg fun i _ => mul_self_nonneg _
  refine lt_of_le_of_ne h0 fun h => n.2 ?_
  have hz : latticeVec A n = 0 := dotProduct_self_eq_zero.mp h.symm
  have hn := Matrix.eq_zero_of_mulVec_eq_zero hA hz
  funext i
  have hi := congrFun hn i
  simpa using hi
```

The volume relation V = |det S| V′ comes from inserting S S⁻¹ in front of A and using the product rule for determinants. It also shows that the strained cell is invertible, since V′ = 0 would give V = 0.

```lean
/-- Undoing an invertible strain `S` divides the cell volume by `|det S|`. -/
theorem cellVolume_strained (S A : Mat) (hS : S.det ≠ 0) :
    cellVolume A = |S.det| * cellVolume (S⁻¹ * A) := by
  have hu : IsUnit S.det := isUnit_iff_ne_zero.mpr hS
  calc |A.det| = |(S * (S⁻¹ * A)).det| := by
        rw [← Matrix.mul_assoc, Matrix.mul_nonsing_inv _ hu, Matrix.one_mul]
    _ = |S.det| * |(S⁻¹ * A).det| := by rw [Matrix.det_mul, abs_mul]

/-- An invertible cell stays invertible when an invertible strain is undone. -/
theorem det_strained_ne_zero (S A : Mat) (hS : S.det ≠ 0) (hA : A.det ≠ 0) :
    (S⁻¹ * A).det ≠ 0 := by
  intro h
  have hv := cellVolume_strained S A hS
  simp only [cellVolume, h, abs_zero, mul_zero, abs_eq_zero] at hv
  exact hA hv
```

The cube-root rule (c³v)^(1/3) = c v^(1/3) is stated separately because the exponents are real powers. It is stated for c > 0 and v ≥ 0, which hold in every use below.

```lean
/-- Scaling all lengths by `c > 0` multiplies the linear size `V^(1/3)` of a cell by `c`. -/
theorem linear_size_scaling (c v : ℝ) (hc : 0 < c) (hv : 0 ≤ v) :
    (c ^ 3 * v) ^ (1 / 3 : ℝ) = c * v ^ (1 / 3 : ℝ) := by
  have h1 : (c ^ 3) ^ (1 / 3 : ℝ) = c := by
    rw [← Real.rpow_natCast, ← Real.rpow_mul hc.le]
    norm_num
  rw [Real.mul_rpow (by positivity) hv, h1]
```

## The screened sum and its strained image

The main theorem assumes only `S.det ≠ 0` and `A.det ≠ 0`. Its first part says that R · eps⁻¹ R is positive at every site, so no term of the sum is a division by zero. Its second part is the identity derived above, for every finite set `N`, with the same integer labels on both sides.

In the proof, `hform` is the equality R · eps⁻¹ R = |R′|², obtained from the first lemma with T = S⁻¹. The step `hpre` is the cancellation of volume factors to |det S|⁻¹. The final rewriting substitutes both into the definitions.

```lean
/-- For `eps = S Sᵀ` with `S` and the cell `A` invertible, all denominators `R · eps⁻¹ R` are
positive, and every truncated screened lattice sum is `(det eps · V)^(-1/3)` times the
dimensionless isotropic sum of the strained cell `S⁻¹ A` over the same integer labels. -/
theorem screenedSum_eq_isotropicSum (S A : Mat) (hS : S.det ≠ 0) (hA : A.det ≠ 0) :
    (∀ n : Site, 0 < latticeVec A n ⬝ᵥ ((S * Sᵀ)⁻¹ *ᵥ latticeVec A n)) ∧
    ∀ N : Finset Site, screenedSum (S * Sᵀ) A N =
      ((S * Sᵀ).det * cellVolume A) ^ (-(1 / 3) : ℝ) * isotropicSum (S⁻¹ * A) N := by
  have hinv : (S * Sᵀ)⁻¹ = (S⁻¹)ᵀ * S⁻¹ := by
    rw [Matrix.mul_inv_rev, Matrix.transpose_nonsing_inv]
  -- the screened distance is the ordinary distance in the strained lattice
  have hform : ∀ n : Site, latticeVec A n ⬝ᵥ ((S * Sᵀ)⁻¹ *ᵥ latticeVec A n) =
      latticeVec (S⁻¹ * A) n ⬝ᵥ latticeVec (S⁻¹ * A) n := by
    intro n
    rw [hinv, form_eq_strained_length]
  have hA' := det_strained_ne_zero S A hS hA
  refine ⟨fun n => by rw [hform]; exact length_sq_pos _ hA' n, fun N => ?_⟩
  have hs : 0 < |S.det| := abs_pos.mpr hS
  have hv : 0 < cellVolume (S⁻¹ * A) := abs_pos.mpr hA'
  have hr : 0 < cellVolume (S⁻¹ * A) ^ (1 / 3 : ℝ) := Real.rpow_pos_of_pos hv _
  have hdet : (S * Sᵀ).det = |S.det| ^ 2 := by
    rw [Matrix.det_mul, Matrix.det_transpose, sq_abs, sq]
  -- the volume factors combine to `1 / |det S|`
  have hpre : (|S.det| ^ 2 * (|S.det| * cellVolume (S⁻¹ * A))) ^ (-(1 / 3) : ℝ) *
      cellVolume (S⁻¹ * A) ^ (1 / 3 : ℝ) = |S.det|⁻¹ := by
    have e : |S.det| ^ 2 * (|S.det| * cellVolume (S⁻¹ * A)) =
        |S.det| ^ 3 * cellVolume (S⁻¹ * A) := by ring
    rw [e, Real.rpow_neg (by positivity), linear_size_scaling _ _ hs hv.le, mul_inv,
      mul_assoc, inv_mul_cancel₀ hr.ne', mul_one]
  unfold screenedSum isotropicSum
  simp only [hform]
  rw [hdet, Real.sqrt_sq hs.le, cellVolume_strained S A hS, ← hpre, mul_assoc]
```

The theorem concerns point charges in a homogeneous medium and finite sums. The bare sum of 1/|R| grows without bound as the truncation radius increases, so `isotropicSum` is not a Madelung constant. For a lattice of like charges, that constant is defined with a neutralising background and can be evaluated by Ewald summation.

## The damped reciprocal sum

The reciprocal version has the same two parts, positivity of G · eps G and the identity for every finite `M`, and it holds for every real η. In the proof, `hB` is the relation Sᵀ B = 2π (S⁻¹A)⁻ᵀ, and `hform` applies the first lemma with T = Sᵀ. The step `hR` shows that the strained reciprocal cell is invertible, which is the hypothesis of `length_sq_pos`. What is left is the factor |det S| in the volume.

```lean
/-- For `eps = S Sᵀ` with `S` and the cell `A` invertible, all `G · eps G` are positive, and the
truncated reciprocal-space Ewald sum is `(det eps)^(-1/2)` times that of the strained cell
`S⁻¹ A` in vacuum, with the same damping `η`. -/
theorem ewaldRecipSum_eq_vacuum (S A : Mat) (hS : S.det ≠ 0) (hA : A.det ≠ 0) :
    (∀ m : Site, 0 < latticeVec (recipBasis A) m ⬝ᵥ
      ((S * Sᵀ) *ᵥ latticeVec (recipBasis A) m)) ∧
    ∀ (η : ℝ) (M : Finset Site), ewaldRecipSum (S * Sᵀ) A η M =
      (√((S * Sᵀ).det))⁻¹ * ewaldRecipSum 1 (S⁻¹ * A) η M := by
  have hu : IsUnit S.det := isUnit_iff_ne_zero.mpr hS
  have hA' := det_strained_ne_zero S A hS hA
  -- `Sᵀ` carries the reciprocal cell of `A` to that of `S⁻¹ A`
  have hB : Sᵀ * recipBasis A = recipBasis (S⁻¹ * A) := by
    unfold recipBasis
    rw [Matrix.mul_smul, Matrix.mul_inv_rev, Matrix.nonsing_inv_nonsing_inv _ hu,
      Matrix.transpose_mul]
  have hform : ∀ m : Site, latticeVec (recipBasis A) m ⬝ᵥ
      ((S * Sᵀ) *ᵥ latticeVec (recipBasis A) m) =
      latticeVec (recipBasis (S⁻¹ * A)) m ⬝ᵥ latticeVec (recipBasis (S⁻¹ * A)) m := by
    intro m
    have h := form_eq_strained_length Sᵀ (recipBasis A) m
    rwa [Matrix.transpose_transpose, hB] at h
  have hR : (recipBasis (S⁻¹ * A)).det ≠ 0 := by
    unfold recipBasis
    rw [Matrix.det_smul, Matrix.det_transpose]
    exact mul_ne_zero (pow_ne_zero _ (by positivity))
      (Matrix.isUnit_nonsing_inv_det _ (isUnit_iff_ne_zero.mpr hA')).ne_zero
  refine ⟨fun m => by rw [hform]; exact length_sq_pos _ hR m, fun η M => ?_⟩
  have hdet : (S * Sᵀ).det = |S.det| ^ 2 := by
    rw [Matrix.det_mul, Matrix.det_transpose, sq_abs, sq]
  unfold ewaldRecipSum
  simp only [hform, Matrix.one_mulVec]
  rw [hdet, Real.sqrt_sq (abs_nonneg _), cellVolume_strained S A hS]
  ring
```

This identity covers only the reciprocal-space part; the real-space, self-interaction and background terms of a full Ewald energy do not appear in it.

## Uniform scaling and a scalar constant

Scale invariance is proved by computing the two factors of c separately: `hvol` gives c³ for the volume and `hterm` gives c⁻¹ for each inverse distance.

```lean
/-- The dimensionless isotropic sum is unchanged when the cell is scaled uniformly by `c > 0`. -/
theorem isotropicSum_smul (c : ℝ) (hc : 0 < c) (A : Mat) (N : Finset Site) :
    isotropicSum (c • A) N = isotropicSum A N := by
  have hvol : cellVolume (c • A) = c ^ 3 * cellVolume A := by
    unfold cellVolume
    rw [Matrix.det_smul, Fintype.card_fin, abs_mul, abs_of_pos (pow_pos hc 3)]
  have hterm : ∀ n : Site, 1 / √(latticeVec (c • A) n ⬝ᵥ latticeVec (c • A) n) =
      c⁻¹ * (1 / √(latticeVec A n ⬝ᵥ latticeVec A n)) := by
    intro n
    have hq : latticeVec (c • A) n ⬝ᵥ latticeVec (c • A) n =
        c ^ 2 * (latticeVec A n ⬝ᵥ latticeVec A n) := by
      simp only [latticeVec, Matrix.mulVec, dotProduct, Fin.sum_univ_three,
        Matrix.smul_apply, smul_eq_mul]
      ring
    rw [hq, Real.sqrt_mul (sq_nonneg c), Real.sqrt_sq hc.le, one_div, one_div, mul_inv]
  unfold isotropicSum
  simp only [hterm]
  rw [hvol, linear_size_scaling c (cellVolume A) hc (abs_nonneg _), ← Finset.mul_sum,
    mul_mul_mul_comm, mul_inv_cancel₀ hc.ne', one_mul]
```

The scalar case then follows from the main theorem with S = √e · 1. The proof checks that S Sᵀ = e · 1 and S⁻¹ = (√e)⁻¹ · 1, removes the uniform scaling by the preceding result, and simplifies the prefactor. For e = 1 it reduces to the vacuum sum Σ 1/|R|.

```lean
/-- For a scalar dielectric constant `e > 0` and an invertible cell, the screened sum is the
dimensionless isotropic sum of the same cell divided by `e V^(1/3)`. -/
theorem screenedSum_scalar (e : ℝ) (he : 0 < e) (A : Mat) (hA : A.det ≠ 0)
    (N : Finset Site) :
    screenedSum (e • (1 : Mat)) A N =
      isotropicSum A N / (e * cellVolume A ^ (1 / 3 : ℝ)) := by
  have hr : 0 < √e := Real.sqrt_pos.mpr he
  -- the strain is the uniform scaling by `√e`
  have hS : (√e • (1 : Mat)).det ≠ 0 := by
    rw [Matrix.det_smul, Matrix.det_one, mul_one]
    exact pow_ne_zero _ hr.ne'
  have hSS : (√e • (1 : Mat)) * (√e • (1 : Mat))ᵀ = e • (1 : Mat) := by
    rw [Matrix.transpose_smul, Matrix.transpose_one, Matrix.smul_mul, Matrix.one_mul,
      smul_smul, Real.mul_self_sqrt he.le]
  have hinv : (√e • (1 : Mat))⁻¹ = (√e)⁻¹ • (1 : Mat) := by
    apply Matrix.inv_eq_right_inv
    rw [Matrix.smul_mul, Matrix.one_mul, smul_smul, mul_inv_cancel₀ hr.ne', one_smul]
  have hm := (screenedSum_eq_isotropicSum (√e • (1 : Mat)) A hS hA).2 N
  rw [hSS, hinv, Matrix.smul_mul, Matrix.one_mul,
    isotropicSum_smul _ (inv_pos.mpr hr)] at hm
  have hv : 0 ≤ cellVolume A := abs_nonneg _
  rw [hm, Matrix.det_smul, Matrix.det_one, mul_one, Fintype.card_fin,
    Real.rpow_neg (by positivity), linear_size_scaling e _ he hv,
    div_eq_inv_mul (isotropicSum A N)]

end

end AnisotropicScreening
```

```lean
#print axioms AnisotropicScreening.screenedSum_eq_isotropicSum
#print axioms AnisotropicScreening.ewaldRecipSum_eq_vacuum
#print axioms AnisotropicScreening.screenedSum_scalar
```

```
'AnisotropicScreening.screenedSum_eq_isotropicSum' depends on axioms: [propext, Classical.choice, Quot.sound]
'AnisotropicScreening.ewaldRecipSum_eq_vacuum' depends on axioms: [propext, Classical.choice, Quot.sound]
'AnisotropicScreening.screenedSum_scalar' depends on axioms: [propext, Classical.choice, Quot.sound]
```

## Using an isotropic Ewald routine for an anisotropic host

Image-charge corrections for charged defects in supercells can be computed from anisotropic Ewald sums, with a neutralising background, when the defect is modelled as a point charge in a homogeneous anisotropic dielectric. A program with an isotropic Ewald routine can factor eps = L Lᵀ by Cholesky decomposition, pass the cell L⁻¹A to the routine, and multiply the returned potential by (det eps)^(−1/2). If the code stores cell vectors as rows, the strained cell is the row matrix multiplied on the right by L⁻ᵀ.

The real-space Ewald terms depend on R only through R · eps⁻¹ R, so the same substitution handles them, although the theorems above treat just the bare and reciprocal sums. When comparing truncated results, the integer labels must match: a spherical cutoff in the strained lattice corresponds to an ellipsoidal one in the original crystal.
